# Weak coupling narrows the donor entropy peak of a one-electron, two-orbital ground state without lowering it

## One electron on a donor and an acceptor

Let index 0 denote the donor spin orbital and index 1 the acceptor. The orbitals are orthonormal, the zero of energy is the mean of their energies, and $x$ is half the energy difference. With a complex coupling $t$, the Hamiltonian is

$$H=\begin{pmatrix}x&t\\ \bar t&-x\end{pmatrix},\qquad x\in\mathbb R,\quad t\neq 0 .$$

A normalised state has amplitudes $\psi_0,\psi_1$ with $|\psi_0|^2+|\psi_1|^2=1$. In occupation numbers (donor first) it is $\psi_0|10\rangle+\psi_1|01\rangle$. Tracing out the acceptor leaves the donor density matrix

$$\rho=\mathrm{diag}(|\psi_1|^2,\ |\psi_0|^2),$$

whose entries are the probabilities of an empty and a filled donor. The off-diagonal entries vanish because the two terms have different acceptor occupations. With $p=|\psi_0|^2$, the donor entropy in natural units is

$$S=h(p)=-p\ln p-(1-p)\ln(1-p).$$

## The peak and its width

Define the profile

$$f(u)=h\!\left(\frac{1-u/\sqrt{1+u^2}}{2}\right).$$

Every ground state has $S=f(|x|/|t|)$. At fixed $t$, the entropy is $\ln 2$ at $x=0$, decreases strictly as $|x|$ grows, and tends to 0. For $u\ge 0$, it is at least $f(u)$ exactly when $|x|\le u|t|$. This interval has length $2u|t|$, so the peak narrows in proportion to $|t|$ while its height stays at $\ln 2$.

In Lean, `hamiltonian x t` is the matrix above, and `IsGroundState` asks for a normalised eigenvector whose real eigenvalue is no larger than any other real eigenvalue. Since $H$ is Hermitian, real eigenvalues are all there are. The matrix `fockState ψ` holds the amplitudes by donor occupation (row) and acceptor occupation (column), so its product with its conjugate transpose, `donorState ψ`, is the partial trace. `donorEntropy` sums $-p\ln p$ over the diagonal, which is the von Neumann entropy because `donorState_eq` shows that the matrix is diagonal.

In `entropy_peak`, `ψ` assigns a ground state to each $x$, with an arbitrary phase and no continuity assumed. The filter `comap (fun x : ℝ => |x|) atTop` expresses $|x|\to\infty$ in either direction. The width law is `peak_width`.

The model has no electron repulsion, temperature, orbital overlap or further orbitals. Within this non-interacting model, an orbital entropy of $\ln 2$ occurs in a state that is a single Slater determinant, so a large orbital entropy does not by itself indicate a multireference state.

## From the eigenvalue equation to the profile

**Energy.** The eigenvalue equation reads

$$x\psi_0+t\psi_1=E\psi_0,\qquad \bar t\psi_0-x\psi_1=E\psi_1 .$$

Multiply the first equation, written as $(E-x)\psi_0=t\psi_1$, by $E+x$ and use the second, $(E+x)\psi_1=\bar t\psi_0$. This gives $(E^2-x^2-|t|^2)\psi_0=0$. Eliminating $\psi_0$ instead gives the same factor times $\psi_1$. An eigenvector is nonzero, so $E^2=r^2$ with $r=\sqrt{x^2+|t|^2}>0$.

The energy $-r$ is attained by the vector $(t,-(r+x))$. Its first row gives $xt-t(r+x)=-rt$, and its second gives $|t|^2+x(r+x)=r^2+xr=(-r)(-(r+x))$. The vector is nonzero because $t\neq0$; dividing it by $\sqrt{|t|^2+(r+x)^2}$ gives a normalised ground state.

**Occupation.** For any ground state, the first row at $E=-r$ is $t\psi_1=-(r+x)\psi_0$. Taking squared moduli and using normalisation,

$$|t|^2(1-p)=(r+x)^2p .$$

Here $|t|^2=(r-x)(r+x)$, and $r+x>0$ because $|x|<r$. Dividing by $r+x$ gives $(r-x)(1-p)=(r+x)p$, hence $2rp=r-x$ and

$$p=\frac12\left(1-\frac{x}{\sqrt{x^2+|t|^2}}\right).$$

**Scaling.** Reversing the sign of $x$ exchanges $p$ and $1-p$, and $h(p)=h(1-p)$, so $x$ may be replaced by $|x|$. With $u=|x|/|t|$ we have $|x|/r=u/\sqrt{1+u^2}$, and therefore $S=f(u)$.

**Shape.** At $u=0$, $p=1/2$ and $f(0)=\ln2$. If $0\le u<v$, then $u^2(1+v^2)<v^2(1+u^2)$, so $u/\sqrt{1+u^2}<v/\sqrt{1+v^2}$. The argument of $h$ in $f$ thus decreases strictly within $[0,1/2]$, where $h$ is strictly increasing, and $f$ decreases strictly. Since $\sqrt{1+u^2}\le1+u$, that argument lies between 0 and $1/(1+u)$. It tends to 0, and so does $f$, by continuity of $h$ and $h(0)=0$.

**Width.** Strict decrease makes $f(|x|/|t|)\ge f(u)$ equivalent to $|x|/|t|\le u$, which is $|x|\le u|t|$.

## Zero coupling and the limit towards it

At $t=0$ and $x=0$ the Hamiltonian vanishes, and every normalised vector is a ground state. The state $(1,0)$ has entropy 0, while $(1,1)/\sqrt2$ has entropy $\ln2$. Without $t\neq0$, the ground-state entropy at the crossing is therefore not determined.

The limit $t\to0$ through nonzero values behaves differently. At fixed $x\neq0$ the ratio $|x|/|t|$ diverges and the entropy tends to 0; at $x=0$ it remains $\ln2$. The peak shrinks to a single point at full height.

## The Lean file

```lean
import Mathlib

open Matrix Filter
open scoped ComplexConjugate

namespace DonorAcceptorEntropy

noncomputable section

/-- One-electron Hamiltonian on the donor (index 0) and acceptor (index 1) spin orbitals,
with energies `x` and `-x` and coupling `t`. -/
def hamiltonian (x : ℝ) (t : ℂ) : Matrix (Fin 2) (Fin 2) ℂ :=
  !![(x : ℂ), t; conj t, -(x : ℂ)]

/-- A ground state is a normalised eigenvector whose real eigenvalue is the lowest one. -/
def IsGroundState (H : Matrix (Fin 2) (Fin 2) ℂ) (ψ : Fin 2 → ℂ) : Prop :=
  ‖ψ 0‖ ^ 2 + ‖ψ 1‖ ^ 2 = 1 ∧ ∃ E : ℝ, H *ᵥ ψ = (E : ℂ) • ψ ∧
    ∀ (E' : ℝ) (φ : Fin 2 → ℂ), φ ≠ 0 → H *ᵥ φ = (E' : ℂ) • φ → E ≤ E'

/-- The one-electron state in the occupation basis: the row is the donor occupation (0 or 1),
the column the acceptor occupation. -/
def fockState (ψ : Fin 2 → ℂ) : Matrix (Fin 2) (Fin 2) ℂ :=
  !![0, ψ 1; ψ 0, 0]

/-- Reduced density matrix of the donor spin orbital, the acceptor being traced out. -/
def donorState (ψ : Fin 2 → ℂ) : Matrix (Fin 2) (Fin 2) ℂ :=
  fockState ψ * (fockState ψ)ᴴ

/-- Donor entropy: the sum of `-p ln p` over the diagonal of the donor density matrix. -/
def donorEntropy (ψ : Fin 2 → ℂ) : ℝ :=
  ∑ n, Real.negMulLog (donorState ψ n n).re

/-- The entropy profile as a function of `u`, which stands for the ratio `|x| / |t|` of half the
orbital energy difference to the coupling, both in absolute value. -/
def profile (u : ℝ) : ℝ :=
  Real.binEntropy ((1 - u / Real.sqrt (1 + u ^ 2)) / 2)

/-- The donor density matrix is diagonal, with entries `|ψ 1|²` and `|ψ 0|²`. For a normalised `ψ`
these are the probabilities of an empty and of a filled donor. -/
theorem donorState_eq (ψ : Fin 2 → ℂ) :
    donorState ψ = !![((‖ψ 1‖ ^ 2 : ℝ) : ℂ), 0; 0, ((‖ψ 0‖ ^ 2 : ℝ) : ℂ)] := by
  ext i j
  fin_cases i <;> fin_cases j <;>
    simp [donorState, fockState, Matrix.mul_apply, Fin.sum_univ_succ, Complex.mul_conj,
      Complex.normSq_eq_norm_sq]

/-- The eigenvalue equation written out in donor and acceptor amplitudes. -/
theorem eigen_iff {x E : ℝ} {t : ℂ} {φ : Fin 2 → ℂ} :
    hamiltonian x t *ᵥ φ = (E : ℂ) • φ ↔
      x * φ 0 + t * φ 1 = E * φ 0 ∧ conj t * φ 0 - x * φ 1 = E * φ 1 := by
  have e0 : (hamiltonian x t *ᵥ φ) 0 = x * φ 0 + t * φ 1 := by
    simp [hamiltonian, Matrix.mulVec, dotProduct, Fin.sum_univ_two]
  have e1 : (hamiltonian x t *ᵥ φ) 1 = conj t * φ 0 - x * φ 1 := by
    simp [hamiltonian, Matrix.mulVec, dotProduct, Fin.sum_univ_two, sub_eq_add_neg]
  constructor
  · intro h
    exact ⟨e0.symm.trans (congrFun h 0), e1.symm.trans (congrFun h 1)⟩
  · rintro ⟨h0, h1⟩
    funext i
    fin_cases i
    · exact e0.trans h0
    · exact e1.trans h1

/-- Every real eigenvalue `E` of the Hamiltonian satisfies `E² = x² + |t|²`. -/
theorem eigenvalue_sq {x E : ℝ} {t : ℂ} {φ : Fin 2 → ℂ} (hφ : φ ≠ 0)
    (h : hamiltonian x t *ᵥ φ = (E : ℂ) • φ) : E ^ 2 = x ^ 2 + ‖t‖ ^ 2 := by
  obtain ⟨h0, h1⟩ := eigen_iff.mp h
  have hn : t * conj t = (‖t‖ : ℂ) ^ 2 := by
    rw [Complex.mul_conj, Complex.normSq_eq_norm_sq, Complex.ofReal_pow]
  -- eliminating one amplitude leaves the same factor in front of the other
  have k0 : ((E : ℂ) ^ 2 - (x ^ 2 + (‖t‖ : ℂ) ^ 2)) * φ 0 = 0 := by
    linear_combination -((E : ℂ) + x) * h0 - t * h1 + φ 0 * hn
  have k1 : ((E : ℂ) ^ 2 - (x ^ 2 + (‖t‖ : ℂ) ^ 2)) * φ 1 = 0 := by
    linear_combination ((x : ℂ) - E) * h1 - conj t * h0 + φ 1 * hn
  by_contra hne
  have hc : (E : ℂ) ^ 2 - (x ^ 2 + (‖t‖ : ℂ) ^ 2) ≠ 0 := fun hz =>
    hne (by exact_mod_cast sub_eq_zero.mp hz)
  apply hφ
  funext i
  fin_cases i
  · exact (mul_eq_zero.mp k0).resolve_left hc
  · exact (mul_eq_zero.mp k1).resolve_left hc

/-- If `r² = x² + |t|²`, the amplitudes `c t` and `-c (r + x)` solve the eigenvalue equation
with energy `-r`. -/
theorem eigenvector {x r : ℝ} {t : ℂ} (hr : r ^ 2 = x ^ 2 + ‖t‖ ^ 2) (c : ℝ) :
    hamiltonian x t *ᵥ ![(c : ℂ) * t, ((-(c * (r + x)) : ℝ) : ℂ)] =
      ((-r : ℝ) : ℂ) • ![(c : ℂ) * t, ((-(c * (r + x)) : ℝ) : ℂ)] := by
  have hn : t * conj t = (‖t‖ : ℂ) ^ 2 := by
    rw [Complex.mul_conj, Complex.normSq_eq_norm_sq, Complex.ofReal_pow]
  have hrC : (r : ℂ) ^ 2 = (x : ℂ) ^ 2 + (‖t‖ : ℂ) ^ 2 := by exact_mod_cast hr
  refine eigen_iff.mpr ⟨?_, ?_⟩
  · show (x : ℂ) * (c * t) + t * ((-(c * (r + x)) : ℝ) : ℂ) = ((-r : ℝ) : ℂ) * (c * t)
    push_cast
    ring
  · show conj t * (c * t) - (x : ℂ) * ((-(c * (r + x)) : ℝ) : ℂ) =
      ((-r : ℝ) : ℂ) * ((-(c * (r + x)) : ℝ) : ℂ)
    push_cast
    linear_combination (c : ℂ) * hn - (c : ℂ) * hrC

/-- For nonzero coupling a ground state exists for every real `x`. -/
theorem exists_groundState (x : ℝ) {t : ℂ} (ht : t ≠ 0) :
    ∃ ψ, IsGroundState (hamiltonian x t) ψ := by
  have hn : 0 < ‖t‖ := norm_pos_iff.mpr ht
  obtain ⟨r, hr0, hr⟩ : ∃ r : ℝ, 0 ≤ r ∧ r ^ 2 = x ^ 2 + ‖t‖ ^ 2 :=
    ⟨Real.sqrt (x ^ 2 + ‖t‖ ^ 2), Real.sqrt_nonneg _, Real.sq_sqrt (by positivity)⟩
  have hs : 0 < ‖t‖ ^ 2 + (r + x) ^ 2 := by positivity
  -- normalisation constant
  obtain ⟨c, hc⟩ : ∃ c : ℝ, c ^ 2 * (‖t‖ ^ 2 + (r + x) ^ 2) = 1 :=
    ⟨(Real.sqrt (‖t‖ ^ 2 + (r + x) ^ 2))⁻¹, by
      rw [inv_pow, Real.sq_sqrt hs.le]
      exact inv_mul_cancel₀ hs.ne'⟩
  refine ⟨![(c : ℂ) * t, ((-(c * (r + x)) : ℝ) : ℂ)], ?_, -r, eigenvector hr c, ?_⟩
  · show ‖(c : ℂ) * t‖ ^ 2 + ‖((-(c * (r + x)) : ℝ) : ℂ)‖ ^ 2 = 1
    simp only [norm_mul, Complex.norm_real, Real.norm_eq_abs, mul_pow, sq_abs]
    linear_combination hc
  · intro E' φ hφ h
    have h2 : E' ^ 2 ≤ r ^ 2 := by rw [eigenvalue_sq hφ h, hr]
    exact (abs_le.mp (abs_le_of_sq_le_sq h2 hr0)).1

/-- For nonzero coupling the ground-state donor occupation is `(1 - x / √(x² + |t|²)) / 2`. -/
theorem groundState_occupation {x : ℝ} {t : ℂ} {ψ : Fin 2 → ℂ} (ht : t ≠ 0)
    (h : IsGroundState (hamiltonian x t) ψ) :
    ‖ψ 0‖ ^ 2 = (1 - x / Real.sqrt (x ^ 2 + ‖t‖ ^ 2)) / 2 := by
  obtain ⟨hn, E, hE, hmin⟩ := h
  have htn : 0 < ‖t‖ := norm_pos_iff.mpr ht
  obtain ⟨r, hrdef⟩ : ∃ r, r = Real.sqrt (x ^ 2 + ‖t‖ ^ 2) := ⟨_, rfl⟩
  have hr0 : 0 < r := by rw [hrdef]; exact Real.sqrt_pos.mpr (by positivity)
  have hr : r ^ 2 = x ^ 2 + ‖t‖ ^ 2 := by rw [hrdef]; exact Real.sq_sqrt (by positivity)
  rw [← hrdef]
  have hψ : ψ ≠ 0 := by
    intro h0
    rw [h0] at hn
    simp at hn
  -- the lowest energy is `-r`
  have hle : E ≤ -r :=
    hmin (-r) _ (fun h0 => ht (by simpa using congrFun h0 0)) (eigenvector hr 1)
  have hE2 := eigenvalue_sq hψ hE
  have hEr : E = -r := by
    have hp : (E - r) * (E + r) = 0 := by linear_combination hE2 - hr
    rcases mul_eq_zero.mp hp with h1 | h1 <;> linarith
  -- ratio of the two occupations from the donor row of the eigenvalue equation
  have k := congrArg (fun z : ℂ => ‖z‖ ^ 2)
    (show t * ψ 1 = ((E - x : ℝ) : ℂ) * ψ 0 by
      push_cast
      linear_combination (eigen_iff.mp hE).1)
  simp only [norm_mul, mul_pow, Complex.norm_real, Real.norm_eq_abs, sq_abs] at k
  rw [hEr] at k
  have hx : |x| < r := abs_lt_of_sq_lt_sq (by nlinarith) hr0.le
  have hpos : r + x ≠ 0 := by linarith [(abs_lt.mp hx).1] |> fun h : 0 < r + x => h.ne'
  have key : 2 * r * ‖ψ 0‖ ^ 2 = r - x := mul_left_cancel₀ hpos (by
    linear_combination -k + ‖t‖ ^ 2 * hn + (‖ψ 0‖ ^ 2 - 1) * hr)
  field_simp
  linarith

/-- For nonzero coupling the ground-state donor entropy depends only on `|x| / |t|`. -/
theorem donorEntropy_eq_profile {x : ℝ} {t : ℂ} {ψ : Fin 2 → ℂ} (ht : t ≠ 0)
    (h : IsGroundState (hamiltonian x t) ψ) : donorEntropy ψ = profile (|x| / ‖t‖) := by
  have htn : ‖t‖ ≠ 0 := norm_ne_zero_iff.mpr ht
  have hu : ‖t‖ * (|x| / ‖t‖) = |x| := by field_simp
  have hsq : x ^ 2 + ‖t‖ ^ 2 = ‖t‖ ^ 2 * (1 + (|x| / ‖t‖) ^ 2) := by
    have h2 : ‖t‖ ^ 2 * (|x| / ‖t‖) ^ 2 = x ^ 2 := by rw [← mul_pow, hu, sq_abs]
    rw [mul_add, h2]
    ring
  have key : Real.sqrt (x ^ 2 + ‖t‖ ^ 2) = ‖t‖ * Real.sqrt (1 + (|x| / ‖t‖) ^ 2) := by
    rw [hsq, Real.sqrt_mul (sq_nonneg _), Real.sqrt_sq (norm_nonneg _)]
  have hq : profile (|x| / ‖t‖) =
      Real.binEntropy ((1 - |x| / Real.sqrt (x ^ 2 + ‖t‖ ^ 2)) / 2) := by
    rw [profile, key, div_div]
  rw [donorEntropy, donorState_eq, Fin.sum_univ_two]
  show Real.negMulLog (‖ψ 1‖ ^ 2) + Real.negMulLog (‖ψ 0‖ ^ 2) = _
  rw [show ‖ψ 1‖ ^ 2 = 1 - ‖ψ 0‖ ^ 2 by linarith [h.1], add_comm,
    ← Real.binEntropy_eq_negMulLog_add_negMulLog_one_sub, groundState_occupation ht h, hq]
  -- exchanging donor and acceptor leaves the entropy unchanged
  rcases le_total 0 x with hx | hx
  · rw [abs_of_nonneg hx]
  · rw [abs_of_nonpos hx, ← Real.binEntropy_one_sub]
    congr 1
    ring

/-- The entropy profile decreases strictly on `u ≥ 0` and tends to zero as `u` grows. -/
theorem profile_shape :
    StrictAntiOn profile (Set.Ici 0) ∧ Tendsto profile atTop (nhds 0) := by
  have hs : ∀ u : ℝ, 0 < Real.sqrt (1 + u ^ 2) := fun u => Real.sqrt_pos.mpr (by positivity)
  have h1 : ∀ u : ℝ, u / Real.sqrt (1 + u ^ 2) ≤ 1 := fun u =>
    (div_le_one (hs u)).mpr ((le_abs_self u).trans (Real.abs_le_sqrt (by linarith)))
  constructor
  · intro u hu v hv huv
    have hu0 : 0 ≤ u := hu
    have hv0 : 0 ≤ v := hv
    have hlt : u / Real.sqrt (1 + u ^ 2) < v / Real.sqrt (1 + v ^ 2) := by
      rw [div_lt_div_iff₀ (hs u) (hs v)]
      refine lt_of_pow_lt_pow_left₀ 2 (mul_nonneg hv0 (hs u).le) ?_
      rw [mul_pow, mul_pow, Real.sq_sqrt (by positivity), Real.sq_sqrt (by positivity)]
      nlinarith
    have gu : 0 ≤ u / Real.sqrt (1 + u ^ 2) := div_nonneg hu0 (hs u).le
    have gv : 0 ≤ v / Real.sqrt (1 + v ^ 2) := div_nonneg hv0 (hs v).le
    exact Real.binEntropy_strictMonoOn
      ⟨by linarith [h1 v], by norm_num; linarith⟩
      ⟨by linarith [h1 u], by norm_num; linarith⟩ (by linarith)
  · -- the smaller occupation is squeezed between 0 and 1 / (1 + u)
    have hinv : Tendsto (fun u : ℝ => (1 + u)⁻¹) atTop (nhds 0) :=
      tendsto_inv_atTop_zero.comp (tendsto_atTop_add_const_left atTop 1 tendsto_id)
    have hp : Tendsto (fun u : ℝ => (1 - u / Real.sqrt (1 + u ^ 2)) / 2) atTop (nhds 0) := by
      refine squeeze_zero' (Eventually.of_forall fun u => by linarith [h1 u]) ?_ hinv
      filter_upwards [eventually_ge_atTop (0 : ℝ)] with u hu
      have hle : Real.sqrt (1 + u ^ 2) ≤ 1 + u :=
        Real.sqrt_le_iff.mpr ⟨by linarith, by nlinarith⟩
      have hd : u / (1 + u) ≤ u / Real.sqrt (1 + u ^ 2) :=
        div_le_div_of_nonneg_left hu (hs u) hle
      have e : (1 + u) * (1 + u)⁻¹ = 1 := mul_inv_cancel₀ (by positivity)
      have hi : 0 ≤ (1 + u)⁻¹ := by positivity
      rw [div_eq_mul_inv] at hd
      linarith
    have hb := (Real.binEntropy_continuous.tendsto 0).comp hp
    rw [Real.binEntropy_zero] at hb
    exact hb

/-- At fixed nonzero coupling, the ground-state donor entropy is `ln 2` at the crossing `x = 0`,
decreases strictly as `|x|` grows, and tends to zero. -/
theorem entropy_peak {t : ℂ} (ht : t ≠ 0) (ψ : ℝ → Fin 2 → ℂ)
    (h : ∀ x, IsGroundState (hamiltonian x t) (ψ x)) :
    donorEntropy (ψ 0) = Real.log 2 ∧
      (∀ x y : ℝ, |x| < |y| → donorEntropy (ψ y) < donorEntropy (ψ x)) ∧
      Tendsto (fun x => donorEntropy (ψ x)) (comap (fun x : ℝ => |x|) atTop) (nhds 0) := by
  have hn : 0 < ‖t‖ := norm_pos_iff.mpr ht
  have e := fun x => donorEntropy_eq_profile ht (h x)
  refine ⟨?_, ?_, ?_⟩
  · rw [e 0]
    simp [profile]
  · intro x y hxy
    rw [e x, e y]
    exact profile_shape.1 (Set.mem_Ici.mpr (by positivity)) (Set.mem_Ici.mpr (by positivity))
      (div_lt_div_of_pos_right hxy hn)
  · exact (profile_shape.2.comp (tendsto_comap.atTop_div_const hn)).congr
      (fun x => (e x).symm)

/-- For nonzero coupling and `u ≥ 0`, the ground-state donor entropy is at least `profile u`
exactly when `|x| ≤ u |t|`: the width of the peak at a given height is proportional to `|t|`. -/
theorem peak_width {x u : ℝ} {t : ℂ} {ψ : Fin 2 → ℂ} (ht : t ≠ 0) (hu : 0 ≤ u)
    (h : IsGroundState (hamiltonian x t) ψ) :
    profile u ≤ donorEntropy ψ ↔ |x| ≤ u * ‖t‖ := by
  have hn : 0 < ‖t‖ := norm_pos_iff.mpr ht
  have hx : |x| / ‖t‖ ∈ Set.Ici (0 : ℝ) := Set.mem_Ici.mpr (by positivity)
  rw [donorEntropy_eq_profile ht h, ← div_le_iff₀ hn]
  constructor
  · intro hle
    by_contra hlt
    exact not_lt_of_ge hle (profile_shape.1 (Set.mem_Ici.mpr hu) hx (not_le.mp hlt))
  · intro hle
    exact profile_shape.1.antitoneOn hx (Set.mem_Ici.mpr hu) hle

end

end DonorAcceptorEntropy
```

```lean
#print axioms DonorAcceptorEntropy.exists_groundState
#print axioms DonorAcceptorEntropy.entropy_peak
#print axioms DonorAcceptorEntropy.peak_width
```

```
'DonorAcceptorEntropy.exists_groundState' depends on axioms: [propext, Classical.choice, Quot.sound]
'DonorAcceptorEntropy.entropy_peak' depends on axioms: [propext, Classical.choice, Quot.sound]
'DonorAcceptorEntropy.peak_width' depends on axioms: [propext, Classical.choice, Quot.sound]
```

## Elimination, symmetry and monotonicity in the proof

`eigen_iff` turns the matrix equation into the two scalar equations. In `eigenvalue_sq`, two `linear_combination` calls carry out the eliminations; if the common factor were nonzero, both amplitudes would vanish. `eigenvector` checks the explicit solution with a real scale factor `c`, and `exists_groundState` chooses `c` to normalise it. The bound $E'^2\le r^2$ then gives $-r\le E'$ for every competing eigenvalue.

`groundState_occupation` starts from an arbitrary ground state. Comparison with the explicit eigenvector gives $E\le-r$, and together with $E^2=r^2$ this fixes $E=-r$. The term `k` is the squared modulus of the donor row, and `key` is the identity $2rp=r-x$, obtained by cancelling $r+x$ with `mul_left_cancel₀`.

`donorEntropy_eq_profile` factors $|t|$ out of the square root and rewrites the diagonal sum as Mathlib's `Real.binEntropy`. It then splits on the sign of $x$; the negative case uses `Real.binEntropy_one_sub`, the donor–acceptor symmetry.

`profile_shape` compares the fractions by cross-multiplying and squaring, then applies `Real.binEntropy_strictMonoOn`. Its limit comes from `squeeze_zero'` with the bound $1/(1+u)$, followed by continuity of the entropy. `entropy_peak` transfers these properties to the ground states through $u=|x|/|t|$. In `peak_width`, strict decrease gives the forward implication by contradiction, and its weak form `antitoneOn` gives the converse.
